# Counter-rotating coupling to one truncated mode puts the lowest level of two atoms below zero, while the rotating-wave Hamiltonian leaves the ground-vacuum state at zero

Take one two-level atom with transition energy $\varepsilon>0$ and a mode of frequency $\omega>0$ that holds at most one photon, with $\hbar=1$, coupling $g\neq 0$ and the zero-point energy of the mode left out. In the rotating-wave approximation, the state "atom in its ground level, no photon" couples to nothing and keeps energy zero. With the counter-rotating terms it couples to "atom excited, one photon", and in these two states the Hamiltonian is

$$\begin{pmatrix}0 & g\\ g^* & \omega+\varepsilon\end{pmatrix},\qquad E_-=\frac{\omega+\varepsilon-\sqrt{(\omega+\varepsilon)^2+4|g|^2}}{2}<0 .$$

I want to understand Casimir-Polder forces between two ground-state molecules, and my rotating-wave model gives no shift at all, however strong I make the coupling. Is that a property of the approximation? And if I restore the missing terms with two atoms and more photons, does the lowest energy always go below zero, or can the extra states and the phases of the couplings cancel the effect?

## Zero mean energy without being an eigenstate

It is a property of the approximation. If the counter-rotating terms are the only ones added and the single truncated mode can hold a photon, neither the extra states nor the phases cancel the effect: a single nonzero coupling is enough. The two-state matrix already shows the reason. Its upper left entry is zero, so the ground-vacuum state has zero mean energy, but the off-diagonal entry prevents that state from being an eigenstate. Some level must then lie below zero.

For two atoms, label them $j=0,1$ and write $|i,k,n\rangle$ for atom 0 in level $i$, atom 1 in level $k$ and $n$ photons, where level 0 is the ground level, level 1 is the excited one, and $0\le n\le N$. Let $p=|0,0,0\rangle$, let $\sigma_j$ lower atom $j$, and let $a$ remove a photon. The two Hamiltonians are

$$H_{\rm RW}=\omega a^\dagger a+\sum_j\varepsilon_j\sigma_j^\dagger\sigma_j+\sum_j\left(g_j\sigma_j^\dagger a+g_j^*a^\dagger\sigma_j\right),$$

$$H=H_{\rm RW}+\sum_j\left(g_j^*\sigma_j^\dagger a^\dagger+g_j a\sigma_j\right).$$

Atomic and field operators commute, so multiplying out the product below gives exactly the four coupling terms of $H$ for each atom:

$$H=\omega a^\dagger a+\sum_j\varepsilon_j\sigma_j^\dagger\sigma_j+\sum_j(\sigma_j+\sigma_j^\dagger)(g_ja+g_j^*a^\dagger).$$

**Rotating-wave case.** There is nothing to remove from $p$, so $ap=0$ and $\sigma_jp=0$. Every term of $H_{\rm RW}$ has $a$ or $\sigma_j$ on the right, hence $H_{\rm RW}\,p=0$. All higher powers of $H_{\rm RW}$ annihilate $p$ as well, and only the zeroth term of the exponential series remains:

$$e^{-itH_{\rm RW}}p=\sum_{n\ge0}\frac{(-it)^n}{n!}H_{\rm RW}^n\,p=p .$$

**With counter-rotating terms.** Let $N\ge1$. Then $a^\dagger p=|0,0,1\rangle$, and the terms $a\sigma_j$ still annihilate $p$, so

$$Hp=g_0^*|1,0,1\rangle+g_1^*|0,1,1\rangle .$$

Both states are orthogonal to $p$, which gives $\langle p|Hp\rangle=0$. They are also orthogonal to each other, so $\|Hp\|^2=|g_0|^2+|g_1|^2$. The phases of the couplings play no part, and this is positive as soon as one coupling is nonzero.

The matrix $H$ is Hermitian, because $\omega$ and $\varepsilon_j$ are real and the coupling terms come in adjoint pairs. It therefore has an orthonormal eigenbasis $v_m$ with real eigenvalues $E_m$, and

$$0=\langle p|Hp\rangle=\sum_mE_m|\langle v_m|p\rangle|^2 .$$

Suppose that no $E_m$ were negative. Then every term of the sum would vanish, so $E_m\langle v_m|p\rangle=0$ for each $m$, and $Hp=\sum_mE_m\langle v_m|p\rangle v_m=0$. This contradicts $Hp\ne0$. The lowest eigenvalue is strictly negative.

Here is the same argument in Lean 4 with Mathlib.

```lean
import Mathlib

open Matrix
open scoped Kronecker ComplexOrder

namespace CounterRotatingShift

noncomputable section

/-- Basis labels: the levels of the two atoms (0 ground, 1 excited) and a photon number up to `N`. -/
abbrev Config (N : ℕ) := Fin 2 × Fin 2 × Fin (N + 1)

/-- The basis state with atomic levels `i`, `k` and `n` photons. -/
def ket {N : ℕ} (i k : Fin 2) (n : Fin (N + 1)) : Config N → ℂ := Pi.single (i, k, n) 1

/-- The lowering matrix of a single two-level atom. -/
def lower : Matrix (Fin 2) (Fin 2) ℂ := !![0, 1; 0, 0]

/-- The annihilation matrix of a mode truncated at `N` photons. -/
def annihilator (N : ℕ) : Matrix (Fin (N + 1)) (Fin (N + 1)) ℂ :=
  Matrix.of fun m n => if (m : ℕ) + 1 = (n : ℕ) then ((Real.sqrt (n : ℕ) : ℝ) : ℂ) else 0

/-- The lowering operator of atom `j` on the joint space of atoms and mode. -/
def σ (N : ℕ) (j : Fin 2) : Matrix (Config N) (Config N) ℂ :=
  if j = 0 then
    lower ⊗ₖ ((1 : Matrix (Fin 2) (Fin 2) ℂ) ⊗ₖ (1 : Matrix (Fin (N + 1)) (Fin (N + 1)) ℂ))
  else
    (1 : Matrix (Fin 2) (Fin 2) ℂ) ⊗ₖ (lower ⊗ₖ (1 : Matrix (Fin (N + 1)) (Fin (N + 1)) ℂ))

/-- The photon annihilation operator on the joint space of atoms and mode. -/
def a (N : ℕ) : Matrix (Config N) (Config N) ℂ :=
  (1 : Matrix (Fin 2) (Fin 2) ℂ) ⊗ₖ ((1 : Matrix (Fin 2) (Fin 2) ℂ) ⊗ₖ annihilator N)

/-- The energy of the uncoupled atoms and mode, without zero-point energy. -/
def free (N : ℕ) (ω : ℝ) (ε : Fin 2 → ℝ) : Matrix (Config N) (Config N) ℂ :=
  (ω : ℂ) • ((a N)ᴴ * a N) + ∑ j, (ε j : ℂ) • ((σ N j)ᴴ * σ N j)

/-- The rotating-wave Hamiltonian: an atom is excited by absorbing a photon, and conversely. -/
def rotatingWave (N : ℕ) (ω : ℝ) (ε : Fin 2 → ℝ) (g : Fin 2 → ℂ) :
    Matrix (Config N) (Config N) ℂ :=
  free N ω ε + ∑ j, (g j • ((σ N j)ᴴ * a N) + star (g j) • ((a N)ᴴ * σ N j))

/-- The rotating-wave Hamiltonian plus the counter-rotating terms, which create or remove
an atomic excitation and a photon together. -/
def full (N : ℕ) (ω : ℝ) (ε : Fin 2 → ℝ) (g : Fin 2 → ℂ) : Matrix (Config N) (Config N) ℂ :=
  rotatingWave N ω ε g +
    ∑ j, (star (g j) • ((σ N j)ᴴ * (a N)ᴴ) + g j • (a N * σ N j))

/-- The real eigenvalues of a matrix Hamiltonian. -/
def energyLevels {n : Type*} [Fintype n] (H : Matrix n n ℂ) : Set ℝ :=
  {μ | ∃ v : n → ℂ, v ≠ 0 ∧ H *ᵥ v = (μ : ℂ) • v}

/-- The full Hamiltonian is the free energy plus the product of each atomic dipole
with the field of the mode. -/
theorem full_eq_dipole_coupling (N : ℕ) (ω : ℝ) (ε : Fin 2 → ℝ) (g : Fin 2 → ℂ) :
    full N ω ε g = free N ω ε +
      ∑ j, (σ N j + (σ N j)ᴴ) * (g j • a N + star (g j) • (a N)ᴴ) := by
  -- atomic and field operators commute
  have h1 : ∀ j, a N * σ N j = σ N j * a N := by
    intro j
    fin_cases j <;> simp [σ, a, ← Matrix.mul_kronecker_mul]
  have h2 : ∀ j, (a N)ᴴ * σ N j = σ N j * (a N)ᴴ := by
    intro j
    fin_cases j <;> simp [σ, a, Matrix.conjTranspose_kronecker, ← Matrix.mul_kronecker_mul]
  unfold full rotatingWave
  rw [add_assoc, ← Finset.sum_add_distrib]
  congr 1
  refine Finset.sum_congr rfl fun j _ => ?_
  rw [h1, h2]
  simp only [add_mul, mul_add, mul_smul_comm, smul_add]
  abel

/-- The rotating-wave Hamiltonian, for all couplings, and the lowering operator of each atom
annihilate the ground-vacuum state. -/
theorem rotatingWave_vacuum (N : ℕ) (ω : ℝ) (ε : Fin 2 → ℝ) (g : Fin 2 → ℂ) :
    rotatingWave N ω ε g *ᵥ ket 0 0 0 = 0 ∧ ∀ j, σ N j *ᵥ ket 0 0 0 = 0 := by
  have hσ : ∀ j, σ N j *ᵥ ket 0 0 0 = 0 := by
    intro j
    ext ⟨i, k, m⟩
    fin_cases j <;> fin_cases i <;> fin_cases k <;>
      simp [σ, lower, ket, Matrix.kroneckerMap_apply]
  have ha : a N *ᵥ ket 0 0 0 = 0 := by
    ext ⟨i, k, m⟩
    simp [a, annihilator, ket, Matrix.kroneckerMap_apply]
  refine ⟨?_, hσ⟩
  simp only [rotatingWave, free, Fin.sum_univ_two, Matrix.add_mulVec, Matrix.smul_mulVec,
    ← Matrix.mulVec_mulVec, hσ, ha, Matrix.mulVec_zero, smul_zero, add_zero]

/-- Under the rotating-wave Hamiltonian the ground-vacuum state does not change in time,
not even by a phase. -/
theorem rotatingWave_evolution (N : ℕ) (ω : ℝ) (ε : Fin 2 → ℝ) (g : Fin 2 → ℂ) (t : ℝ) :
    NormedSpace.exp ((-(Complex.I * t)) • rotatingWave N ω ε g) *ᵥ ket 0 0 0 = ket 0 0 0 := by
  let : NormedRing (Matrix (Config N) (Config N) ℂ) := Matrix.linftyOpNormedRing
  let : NormedAlgebra ℂ (Matrix (Config N) (Config N) ℂ) := Matrix.linftyOpNormedAlgebra
  set M := (-(Complex.I * t)) • rotatingWave N ω ε g with hM
  have h0 : M *ᵥ ket 0 0 0 = 0 := by
    rw [hM, Matrix.smul_mulVec, (rotatingWave_vacuum N ω ε g).1, smul_zero]
  have hs : HasSum (fun n : ℕ => ((n.factorial : ℂ)⁻¹) • M ^ n) (NormedSpace.exp M) :=
    NormedSpace.exp_series_hasSum_exp' M
  have h1 := hs.map (AddMonoidHom.mk' (fun A : Matrix (Config N) (Config N) ℂ =>
    A *ᵥ ket 0 0 0) (fun A B => Matrix.add_mulVec A B _))
    (Continuous.matrix_mulVec continuous_id continuous_const)
  -- only the zeroth term of the exponential series survives
  have h2 : HasSum (fun n : ℕ => (((n.factorial : ℂ)⁻¹) • M ^ n) *ᵥ ket 0 0 0)
      ((((Nat.factorial 0 : ℂ)⁻¹) • M ^ 0) *ᵥ ket 0 0 0) := by
    refine hasSum_single 0 fun n hn => ?_
    obtain ⟨k, rfl⟩ := Nat.exists_eq_succ_of_ne_zero hn
    rw [Matrix.smul_mulVec, Nat.succ_eq_add_one, pow_succ, ← Matrix.mulVec_mulVec, h0,
      Matrix.mulVec_zero, smul_zero]
  have h3 := h1.unique h2
  simpa using h3

/-- If the mode can hold a photon, the full Hamiltonian turns the ground-vacuum state into
states with one excited atom and one photon, weighted by the conjugate couplings. -/
theorem full_vacuum {N : ℕ} (hN : 1 ≤ N) (ω : ℝ) (ε : Fin 2 → ℝ) (g : Fin 2 → ℂ) :
    full N ω ε g *ᵥ ket 0 0 0 =
      star (g 0) • ket 1 0 ⟨1, by omega⟩ + star (g 1) • ket 0 1 ⟨1, by omega⟩ := by
  have ha : (a N)ᴴ *ᵥ ket 0 0 0 = ket 0 0 ⟨1, by omega⟩ := by
    ext ⟨i, k, m⟩
    by_cases h : m = ⟨1, by omega⟩
    · subst h
      fin_cases i <;> fin_cases k <;>
        simp [a, annihilator, ket, Matrix.kroneckerMap_apply]
    · have h' : (1 : ℕ) ≠ (m : ℕ) := fun e => h (Fin.ext e.symm)
      fin_cases i <;> fin_cases k <;>
        simp [a, annihilator, ket, Matrix.kroneckerMap_apply, h, h']
  have hσ : ∀ n : Fin (N + 1), (σ N 0)ᴴ *ᵥ ket 0 0 n = ket 1 0 n ∧
      (σ N 1)ᴴ *ᵥ ket 0 0 n = ket 0 1 n := by
    intro n
    constructor <;> ext ⟨i, k, m⟩ <;> by_cases h : n = m
    all_goals
      fin_cases i <;> fin_cases k <;>
        simp [σ, lower, ket, Matrix.kroneckerMap_apply,
          Pi.single_apply, Matrix.one_apply, h, Ne.symm]
    all_goals exact fun e => h e.symm
  rw [full, Matrix.add_mulVec, (rotatingWave_vacuum N ω ε g).1, zero_add]
  simp only [Fin.sum_univ_two, Matrix.add_mulVec, Matrix.smul_mulVec, ← Matrix.mulVec_mulVec,
    (rotatingWave_vacuum N ω ε g).2, ha, (hσ _).1, (hσ _).2, Matrix.mulVec_zero, smul_zero,
    add_zero]

/-- A Hermitian matrix of nonzero size has a lowest energy level, and if that level is
nonnegative the matrix is positive semidefinite. -/
theorem exists_lowest_level {n : Type*} [Fintype n] [DecidableEq n] [Nonempty n]
    {H : Matrix n n ℂ} (hH : H.IsHermitian) :
    ∃ E, IsLeast (energyLevels H) E ∧ (0 ≤ E → H.PosSemidef) := by
  have hmem : ∀ i, hH.eigenvalues i ∈ energyLevels H := by
    intro i
    refine ⟨(hH.eigenvectorBasis i).ofLp, fun h =>
      hH.eigenvectorBasis.orthonormal.ne_zero i (by ext k; exact congrFun h k), ?_⟩
    rw [hH.mulVec_eigenvectorBasis]
    ext k
    simp
  -- a finite matrix has finitely many eigenvalues
  have hfin : (energyLevels H).Finite := by
    have hf : Set.Finite {z : ℂ | Module.End.HasEigenvalue (Matrix.mulVecLin H) z} :=
      Module.End.finite_hasEigenvalue (Matrix.mulVecLin H)
    refine (hf.preimage (f := fun r : ℝ => (r : ℂ))
      (Complex.ofReal_injective.injOn)).subset ?_
    rintro μ ⟨v, hv, h⟩
    exact Module.End.hasEigenvalue_of_hasEigenvector
      ⟨Module.End.mem_eigenspace_iff.2 h, hv⟩
  obtain ⟨E, hE, hmin⟩ := Set.exists_min_image (energyLevels H) id hfin
    ⟨_, hmem (Classical.arbitrary n)⟩
  exact ⟨E, ⟨hE, fun b hb => hmin b hb⟩, fun h0 =>
    hH.posSemidef_iff_eigenvalues_nonneg.2 fun i => h0.trans (hmin _ (hmem i))⟩

/-- If the mode can hold a photon and at least one atom couples to it, the lowest eigenvalue
of the Hamiltonian with counter-rotating terms is strictly negative. -/
theorem lowest_level_neg {N : ℕ} (hN : 1 ≤ N) (ω : ℝ) (ε : Fin 2 → ℝ) (g : Fin 2 → ℂ)
    (hg : ∃ j, g j ≠ 0) : ∃ E, IsLeast (energyLevels (full N ω ε g)) E ∧ E < 0 := by
  have hr : ∀ r : ℝ, star (r : ℂ) = r := Complex.conj_ofReal
  have hH : (full N ω ε g).IsHermitian := by
    unfold Matrix.IsHermitian full rotatingWave free
    simp only [Fin.sum_univ_two, Matrix.conjTranspose_add, Matrix.conjTranspose_smul,
      Matrix.conjTranspose_mul, Matrix.conjTranspose_conjTranspose, star_star, hr]
    abel
  obtain ⟨E, hE, hpos⟩ := exists_lowest_level hH
  refine ⟨E, hE, lt_of_not_ge fun h0 => ?_⟩
  -- the vacuum has zero mean energy, so positivity would make it a zero mode
  have h1 : star (ket 0 0 0) ⬝ᵥ (full N ω ε g *ᵥ ket 0 0 0) = 0 := by
    rw [full_vacuum hN]
    simp [ket, dotProduct_add, dotProduct_smul, Pi.single_apply]
  have h2 := ((hpos h0).dotProduct_mulVec_zero_iff _).1 h1
  rw [full_vacuum hN] at h2
  have e0 : g 0 = 0 := by
    simpa [ket, Pi.single_apply] using congrFun h2 (1, 0, ⟨1, by omega⟩)
  have e1 : g 1 = 0 := by
    simpa [ket, Pi.single_apply] using congrFun h2 (0, 1, ⟨1, by omega⟩)
  obtain ⟨j, hj⟩ := hg
  fin_cases j
  · exact hj e0
  · exact hj e1

end

end CounterRotatingShift
```

```lean
#print axioms CounterRotatingShift.full_eq_dipole_coupling
#print axioms CounterRotatingShift.rotatingWave_vacuum
#print axioms CounterRotatingShift.rotatingWave_evolution
#print axioms CounterRotatingShift.lowest_level_neg
```

```
'CounterRotatingShift.full_eq_dipole_coupling' depends on axioms: [propext, Classical.choice, Quot.sound]
'CounterRotatingShift.rotatingWave_vacuum' depends on axioms: [propext, Classical.choice, Quot.sound]
'CounterRotatingShift.rotatingWave_evolution' depends on axioms: [propext, Classical.choice, Quot.sound]
'CounterRotatingShift.lowest_level_neg' depends on axioms: [propext, Classical.choice, Quot.sound]
```

## What the theorems say about the atoms and the mode

A state is a complex function on `Config N`, the triples of two atomic levels and a photon number, and `ket i k n` is the normalised basis state $|i,k,n\rangle$. The ground level comes first, so `lower` has its nonzero entry in the upper right corner; texts that list the excited level first write the transposed matrix. The operators `σ N j` and `a N` are Kronecker products with identities, and `ᴴ` is the adjoint. The matrix `free` is the uncoupled energy without zero-point energy, while `rotatingWave` and `full` are $H_{\rm RW}$ and $H$.

- `full_eq_dipole_coupling` is the product form above. It shows that the coupling in `full` is the usual product of dipole and field, for atoms with real transition dipoles.
- `rotatingWave_vacuum` says that $H_{\rm RW}\,p=0$ and $\sigma_jp=0$, for every $N$, all real $\omega$ and $\varepsilon_j$, and all complex $g_j$.
- `rotatingWave_evolution` says that $e^{-itH_{\rm RW}}p=p$ for every real $t$, without even a phase.
- `lowest_level_neg` assumes `1 ≤ N` and some `g j ≠ 0`, meaning that the mode can hold a photon and at least one atom interacts with it. It gives a number `E` that is the least element of `energyLevels (full N ω ε g)` and is negative. An energy level is a real number with a nonzero eigenvector, which need not be normalised.

No sign is imposed on $\omega$ or $\varepsilon_j$. For the physical case of nonnegative values, zero is the lowest energy of the uncoupled system, and the negative level is then a genuine lowering by the coupling.

The rotating-wave theorems concern the state $p$, which need not be the lowest state of $H_{\rm RW}$. At strong coupling, for example $|g_0|^2>\omega\varepsilon_0$ with positive $\omega$ and $\varepsilon_0$ and $N\ge1$, a state with one excitation lies below it.

For your force, a negative level is not yet an interaction energy between the atoms. The theorem applies equally when only one atom couples, so part of the lowering belongs to each atom alone. A Casimir-Polder energy is the part that depends on the separation, and extracting it requires position-dependent couplings and a sum over many modes. The model also leaves out the term quadratic in the vector potential (in minimal coupling) or in the polarisation (in multipolar coupling). Such a term can give $p$ a positive mean energy, and then the argument no longer applies as it stands.

For molecular QED, the result means that a rotating-wave model with one truncated mode and two-level atoms gives no vacuum-induced shift of the ground-vacuum state, whatever the coupling strength.

## From the operator identities to the negative level

`full_eq_dipole_coupling` first proves that $a$ and $a^\dagger$ commute with $\sigma_j$, using the product rule for Kronecker products, and then expands and reorders the terms.

`rotatingWave_vacuum` checks $\sigma_jp=0$ and $ap=0$ component by component. Its last `simp only` moves the rightmost operator of each term onto $p$, where it gives zero.

`rotatingWave_evolution` chooses a matrix norm in which the exponential series converges, and applies the series to $p$ term by term. `hasSum_single 0` records that only the zeroth term survives, and uniqueness of the limit gives the claim.

`full_vacuum` computes $Hp$. It reuses the rotating-wave result for the first part of $H$ and finds the action of $a^\dagger$ and $\sigma_j^\dagger$ on the basis states. The hypothesis `hN` is what makes photon number 1 a valid label.

`exists_lowest_level` holds for any Hermitian matrix of nonzero size. Its energy levels form a finite nonempty set, so there is a least one; if that one is nonnegative, all eigenvalues are, and the matrix is positive semidefinite.

`lowest_level_neg` combines these. It proves that $H$ is Hermitian, takes the least level `E` and supposes `0 ≤ E`. The step `h1` is $\langle p|Hp\rangle=0$. The lemma `dotProduct_mulVec_zero_iff` replaces the eigenvector sum above: for a positive semidefinite matrix, zero mean energy forces $Hp=0$. Reading off the components at $|1,0,1\rangle$ and $|0,1,1\rangle$ gives $g_0=g_1=0$, against the hypothesis.

## Weak coupling, an empty mode, and the top of the spectrum

The following remarks are short algebra that goes beyond the Lean theorems. In your two-state example, weak coupling gives $E_-\approx-|g|^2/(\omega+\varepsilon)$, the second-order shift of perturbation theory. If $N=0$, then $a=0$ and the coupling disappears, so for $\varepsilon_j\ge0$ the lowest level is exactly zero.

The same argument applied to $-H$ shows that, under the hypotheses of `lowest_level_neg`, the highest level of $H$ is strictly positive. Applied to $H-\langle v|Hv\rangle$ for any finite Hermitian matrix $H$ and unit vector $v$, it shows that a state which is not an eigenstate has a mean energy strictly above the lowest level.
